# Under cooling as c/log k, the trapping probability behind a single Arrhenius barrier D > 0 tends to zero exactly when D ≤ c

A simulated annealing run has settled in a local minimum of the energy. To leave it, the walker must climb a barrier of height D, and the temperature falls at every step. If cooling is too fast, the chances of escape shrink so quickly that the walker may stay in the trap for good. If it is slow enough, the walker leaves sooner or later with probability one. For temperatures c/log k at step k, with c > 0, the border between the two cases lies at c = D.

Simulated annealing, with various cooling schedules, is used to search for low-energy geometries of molecules and clusters. In such a search the result describes one trap with one barrier and one escape attempt per step, and it does not say where the walker goes after leaving.

```lean
import Mathlib

open Filter Topology

namespace AnnealingThreshold

noncomputable section
```

## One barrier, one attempt per step

At temperature T the walker crosses the barrier in one step with probability

p = exp(−D/T).

This is the Arrhenius factor with prefactor one. It is also the Metropolis acceptance probability of a single uphill move of height D. Temperature is measured in energy units, so Boltzmann's constant does not appear, and c is an energy like D.

```lean
/-- Arrhenius probability of crossing a barrier `D` in one step at temperature `T > 0`. -/
def escapeProb (D T : ℝ) : ℝ := Real.exp (-D / T)
```

Let T(k) be the temperature at step k and p(k) = exp(−D/T(k)). The walker is still trapped after step N if every attempt from step 2 to step N has failed:

P(N) = (1 − p(2)) (1 − p(3)) … (1 − p(N)).

In Lean, `trapProb D T N` is this product, for an arbitrary schedule `T : ℕ → ℝ`. For N < 2 no attempt has been made and the empty product is 1.

The product is a definition; no Markov chain is constructed from which it would follow. It describes a real run if a walker still trapped at step k leaves with probability exp(−D/T(k)), whatever its earlier history in the basin.

```lean
/-- Probability of still being trapped behind the barrier `D` after the steps `2, ..., N`
of the temperature schedule `T`, taken positive at these steps. -/
def trapProb (D : ℝ) (T : ℕ → ℝ) (N : ℕ) : ℝ :=
  ∏ k ∈ Finset.Icc 2 N, (1 - escapeProb D (T k))
```

The logarithmic schedule is T(k) = c/log k, with the natural logarithm. Counting starts at k = 2 because log 1 = 0.

```lean
/-- The logarithmic cooling schedule `c / log k`, meant for steps `k ≥ 2`. -/
def logSchedule (c : ℝ) (k : ℕ) : ℝ := c / Real.log k
```

## The trapping probability between two exponentials

A product of many factors is easier to judge when each factor is compared with an exponential. From above, 1 − p ≤ exp(−p) always holds. From below, suppose 0 ≤ p ≤ q < 1 and set y = p/(1 − q), so that p = y(1 − q). Since exp(y) ≥ 1 + y,

(1 − p) exp(y) ≥ (1 − p)(1 + y) = 1 + y(1 − p) − p = 1 + y(q − p) ≥ 1.

Dividing by exp(y) gives exp(−p/(1 − q)) ≤ 1 − p. In the Lean proof, `h1` is the displayed chain, and the last two lines carry out the division.

```lean
/-- If the escape probability `p` of a step is non-negative and at most `q < 1`, the
probability of staying is at least `exp (-p / (1 - q))`. -/
theorem exp_le_stay {p q : ℝ} (hp : 0 ≤ p) (hpq : p ≤ q) (hq : q < 1) :
    Real.exp (-(p / (1 - q))) ≤ 1 - p := by
  have hq' : 0 < 1 - q := by linarith
  have hy : 0 ≤ p / (1 - q) := div_nonneg hp hq'.le
  have hyq : p / (1 - q) * (1 - q) = p := div_mul_cancel₀ p hq'.ne'
  have he := Real.add_one_le_exp (p / (1 - q))
  -- the staying probability times the growing exponential is at least one
  have h1 : 1 ≤ (1 - p) * Real.exp (p / (1 - q)) := by
    have h2 : (1 - p) * (p / (1 - q) + 1) ≤ (1 - p) * Real.exp (p / (1 - q)) :=
      mul_le_mul_of_nonneg_left he (by linarith)
    have h3 : 0 ≤ p / (1 - q) * (q - p) := mul_nonneg hy (by linarith)
    linarith
  rw [Real.exp_neg, inv_eq_one_div, div_le_iff₀ (Real.exp_pos _)]
  exact h1
```

Now let all temperatures from step 2 on be positive and at most Tmax. Escape is easiest at the highest temperature, so

p(k) ≤ q = exp(−D/Tmax) < 1.

Write S(N) = p(2) + p(3) + … + p(N) for the summed escape probabilities. Multiplying the bounds for the single factors turns the products of exponentials into exponentials of sums:

exp(−S(N)/(1 − q)) ≤ P(N) ≤ exp(−S(N)).

The hypothesis `hT` states the two conditions on the temperatures. In the proof, `hp` is the comparison with the temperature bound `Tmax`, `Real.exp_sum` converts between sum and product, and `Finset.prod_le_prod` multiplies the inequalities, which is allowed because the smaller factors are non-negative.

```lean
/-- For a barrier `D > 0` and positive temperatures bounded by `Tmax`, the trapping
probability lies between two exponentials of the summed escape probabilities. -/
theorem trapProb_bounds {D Tmax : ℝ} {T : ℕ → ℝ} (hD : 0 < D)
    (hT : ∀ k, 2 ≤ k → 0 < T k ∧ T k ≤ Tmax) (N : ℕ) :
    Real.exp (-((∑ k ∈ Finset.Icc 2 N, escapeProb D (T k)) / (1 - escapeProb D Tmax)))
        ≤ trapProb D T N ∧
      trapProb D T N ≤ Real.exp (-∑ k ∈ Finset.Icc 2 N, escapeProb D (T k)) := by
  have hm : 0 < Tmax := (hT 2 le_rfl).1.trans_le (hT 2 le_rfl).2
  have hq : escapeProb D Tmax < 1 :=
    Real.exp_lt_one_iff.2 (div_neg_of_neg_of_pos (by linarith) hm)
  -- escape is easiest at the highest temperature
  have hp : ∀ k ∈ Finset.Icc 2 N, escapeProb D (T k) ≤ escapeProb D Tmax := by
    intro k hk
    obtain ⟨h0, h1⟩ := hT k (Finset.mem_Icc.1 hk).1
    apply Real.exp_le_exp.2
    rw [neg_div, neg_div]
    exact neg_le_neg (div_le_div_of_nonneg_left hD.le h0 h1)
  constructor
  · rw [Finset.sum_div, ← Finset.sum_neg_distrib, Real.exp_sum]
    exact Finset.prod_le_prod (fun k _ => (Real.exp_pos _).le)
      (fun k hk => exp_le_stay (Real.exp_pos _).le (hp k hk) hq)
  · rw [← Finset.sum_neg_distrib, Real.exp_sum]
    exact Finset.prod_le_prod (fun k hk => by linarith [hp k hk])
      (fun k _ => Real.one_sub_le_exp_neg _)
```

## Escape is certain in the long run when the summed probabilities diverge

If S(N) → ∞, the upper exponential tends to zero and takes P(N) with it. Conversely, if P(N) → 0, the lower exponential is squeezed to zero, so S(N)/(1 − q) → ∞. Multiplication by the fixed positive number 1 − q gives S(N) → ∞.

The theorem states this equivalence for every positive, bounded schedule, logarithmic or not. The expression `Tendsto … atTop (𝓝 0)` reads "tends to zero as N → ∞", and `Tendsto … atTop atTop` reads "grows without bound". The two bullets of the proof are the two directions, with the converse first.

```lean
/-- For a barrier `D > 0` and any schedule of positive, bounded temperatures, the trapping
probability tends to zero if and only if the summed escape probabilities diverge. -/
theorem trapProb_tendsto_zero_iff {D Tmax : ℝ} {T : ℕ → ℝ} (hD : 0 < D)
    (hT : ∀ k, 2 ≤ k → 0 < T k ∧ T k ≤ Tmax) :
    Tendsto (trapProb D T) atTop (𝓝 0) ↔
      Tendsto (fun N : ℕ => ∑ k ∈ Finset.Icc 2 N, escapeProb D (T k)) atTop atTop := by
  have hm : 0 < Tmax := (hT 2 le_rfl).1.trans_le (hT 2 le_rfl).2
  have hq : 0 < 1 - escapeProb D Tmax :=
    sub_pos.2 (Real.exp_lt_one_iff.2 (div_neg_of_neg_of_pos (by linarith) hm))
  constructor
  · intro h
    -- the lower exponential is squeezed to zero, so its exponent diverges
    have h1 := squeeze_zero (fun N => (Real.exp_pos _).le)
      (fun N => (trapProb_bounds hD hT N).1) h
    have h2 := tendsto_neg_atBot_atTop.comp (Real.tendsto_exp_comp_nhds_zero.1 h1)
    refine (h2.const_mul_atTop hq).congr fun N => ?_
    simp only [Function.comp_apply, neg_neg]
    exact mul_div_cancel₀ _ hq.ne'
  · intro h
    have h1 := Real.tendsto_exp_comp_nhds_zero.2 (tendsto_neg_atTop_atBot.comp h)
    exact squeeze_zero
      (fun N => (Real.exp_pos _).le.trans (trapProb_bounds hD hT N).1)
      (fun N => (trapProb_bounds hD hT N).2) h1
```

## Logarithmic cooling gives a power law

For T(k) = c/log k the Arrhenius factor becomes

p(k) = exp(−D log k/c) = k^(−D/c).

The power law is thus derived from the schedule. Since log k ≥ log 2 > 0 for k ≥ 2, the temperatures are positive and none exceeds T(2), which can serve as Tmax. The lemma collects these three facts. Its proof gets the power law by writing the real power as an exponential of a logarithm.

```lean
/-- For `c > 0` and `k ≥ 2` the logarithmic schedule has a positive temperature, at most that
of step 2, and the escape probability is the power law `k ^ (-D / c)`. -/
theorem logSchedule_escape {c : ℝ} (D : ℝ) (hc : 0 < c) {k : ℕ} (hk : 2 ≤ k) :
    (0 < logSchedule c k ∧ logSchedule c k ≤ logSchedule c 2) ∧
      escapeProb D (logSchedule c k) = (k : ℝ) ^ (-(D / c)) := by
  have hk2 : ((2 : ℕ) : ℝ) ≤ k := Nat.cast_le.2 hk
  have h2 : 0 < Real.log ((2 : ℕ) : ℝ) := Real.log_pos (by norm_num)
  have hl : Real.log ((2 : ℕ) : ℝ) ≤ Real.log k := Real.log_le_log (by norm_num) hk2
  have hL : 0 < Real.log k := h2.trans_le hl
  have hk0 : (0 : ℝ) < k := Nat.cast_pos.2 (by omega)
  refine ⟨⟨div_pos hc hL, div_le_div_of_nonneg_left hc.le h2 hl⟩, ?_⟩
  rw [escapeProb, logSchedule, Real.rpow_def_of_pos hk0]
  congr 1
  field_simp
```

Write a = D/c. It remains to decide when the sum of k^(−a) diverges. If a ≤ 1, then

k^(−a) ≥ 1/k ≥ log((k + 1)/k),

and adding these from 2 to N gives S(N) ≥ log((N + 1)/2), which grows without bound. If a > 1, each term is at most the integral of x^(−a) from k − 1 to k, so

S(N) ≤ (1 − N^(1−a))/(a − 1) < 1/(a − 1) for N ≥ 2,

and the sum stays bounded.

Lean takes this criterion from Mathlib as `Real.summable_nat_rpow`. The rest of the proof is bookkeeping: Mathlib's partial sums begin at k = 0, and `hs` shows that leaving out the first two terms shifts them by a constant, which does not affect divergence.

```lean
/-- The sum of `k ^ (-a)` over the steps from 2 on diverges if and only if `a ≤ 1`. -/
theorem sum_rpow_diverges_iff (a : ℝ) :
    Tendsto (fun N : ℕ => ∑ k ∈ Finset.Icc 2 N, (k : ℝ) ^ (-a)) atTop atTop ↔ a ≤ 1 := by
  have h1 : ¬ Summable (fun k : ℕ => (k : ℝ) ^ (-a)) ↔ a ≤ 1 := by
    rw [Real.summable_nat_rpow, not_lt]
    constructor <;> intro h <;> linarith
  have h2 := not_summable_iff_tendsto_nat_atTop_of_nonneg
    (f := fun k : ℕ => (k : ℝ) ^ (-a)) (fun k => Real.rpow_nonneg (Nat.cast_nonneg k) _)
  have h3 := tendsto_add_atTop_iff_nat
    (f := fun n : ℕ => ∑ k ∈ Finset.range n, (k : ℝ) ^ (-a)) (l := atTop) 1
  -- leaving out the steps 0 and 1 shifts the partial sums by a constant
  have hs : ∀ N : ℕ, 1 ≤ N → ∑ k ∈ Finset.Icc 2 N, (k : ℝ) ^ (-a) =
      ∑ k ∈ Finset.range (N + 1), (k : ℝ) ^ (-a) +
        -∑ k ∈ Finset.range 2, (k : ℝ) ^ (-a) := by
    intro N hN
    have hI : Finset.Icc 2 N = Finset.Ico 2 (N + 1) := by
      ext k
      simp only [Finset.mem_Icc, Finset.mem_Ico]
      omega
    rw [hI, Finset.sum_Ico_eq_sub _ (by omega), sub_eq_add_neg]
  rw [← h1, h2, ← h3]
  constructor
  · intro h
    refine (tendsto_atTop_add_const_right _
      (∑ k ∈ Finset.range 2, (k : ℝ) ^ (-a)) h).congr' ?_
    filter_upwards [eventually_ge_atTop 1] with N hN
    linarith [hs N hN]
  · intro h
    refine (tendsto_atTop_add_const_right _
      (-∑ k ∈ Finset.range 2, (k : ℝ) ^ (-a)) h).congr' ?_
    filter_upwards [eventually_ge_atTop 1] with N hN
    exact (hs N hN).symm
```

## The threshold at c = D

The pieces now combine. P(N) → 0 holds exactly when S(N) → ∞, the terms of S(N) are k^(−D/c), and their sum diverges exactly when D/c ≤ 1.

In `annealing_threshold` the hypotheses are `hc : 0 < c` and `hD : 0 < D`, and the conclusion is the equivalence of P(N) → 0 with D/c ≤ 1. The first rewriting step replaces the product by the sum, the second replaces D/c ≤ 1 by divergence of the power sum, and `h` identifies the two sums term by term.

```lean
/-- Annealing threshold: for `c, D > 0` and temperature `c / log k`, the trapping probability
behind a barrier `D` tends to zero if and only if `D / c ≤ 1`. -/
theorem annealing_threshold {c D : ℝ} (hc : 0 < c) (hD : 0 < D) :
    Tendsto (trapProb D (logSchedule c)) atTop (𝓝 0) ↔ D / c ≤ 1 := by
  rw [trapProb_tendsto_zero_iff hD (fun k hk => (logSchedule_escape D hc hk).1),
    ← sum_rpow_diverges_iff]
  have h : (fun N : ℕ => ∑ k ∈ Finset.Icc 2 N, escapeProb D (logSchedule c k)) =
      fun N : ℕ => ∑ k ∈ Finset.Icc 2 N, (k : ℝ) ^ (-(D / c)) :=
    funext fun N => Finset.sum_congr rfl fun k hk =>
      (logSchedule_escape D hc (Finset.mem_Icc.1 hk).1).2
  rw [h]
```

At the threshold itself, c = D, the escape probability is 1/k and the product telescopes:

P(N) = (1/2)(2/3)(3/4) … ((N − 1)/N) = 1/N.

The walker does get out in the limit, but the chance of still being trapped falls only as the inverse of the number of steps. The formula also holds at N = 1, where both sides are 1. Lean proves it by induction, with the step

P(n + 1) = (1/n)(1 − 1/(n + 1)) = 1/(n + 1).

```lean
/-- At the threshold, where the schedule constant equals the barrier `D > 0`, the trapping
probability after step `N ≥ 1` is exactly `1 / N`. -/
theorem trapProb_critical {D : ℝ} (hD : 0 < D) {N : ℕ} (hN : 1 ≤ N) :
    trapProb D (logSchedule D) N = 1 / (N : ℝ) := by
  induction N, hN using Nat.le_induction with
  | base => simp [trapProb]
  | succ n hn ih =>
    have hn0 : (0 : ℝ) < n := Nat.cast_pos.2 (by omega)
    have hn1 : (n : ℝ) + 1 ≠ 0 := by positivity
    unfold trapProb at ih ⊢
    rw [Finset.prod_Icc_succ_top (by omega), ih,
      (logSchedule_escape D hD (by omega : 2 ≤ n + 1)).2, div_self hD.ne',
      Real.rpow_neg_one]
    push_cast
    field_simp
    ring
```

## Cooling too fast leaves a lasting chance of being trapped

For 0 < c < D the exponent a = D/c exceeds 1, and the full series Z = 1 + 2^(−a) + 3^(−a) + … converges. Every S(N) is at most Z, and the hottest step has q = 2^(−a). The lower exponential then gives, for all N,

P(N) ≥ exp(−Z/(1 − 2^(−a))) > 0.

The right-hand side does not depend on N and serves as the constant `ε` in the theorem. The name `trapped_forever` should be read with care: the walker is not certain to stay, but its probability of still being trapped never falls below `ε`.

In the proof, `hsum` is the convergence of the series and `hle` the bound S(N) ≤ Z. The Lean series also has a term at k = 0, which is zero by Mathlib's convention for powers of zero, so its value is Z.

```lean
/-- If `0 < c < D`, the trapping probability under the schedule `c / log k` stays above a
positive constant for all times. -/
theorem trapped_forever {c D : ℝ} (hc : 0 < c) (hcD : c < D) :
    ∃ ε : ℝ, 0 < ε ∧ ∀ N, ε ≤ trapProb D (logSchedule c) N := by
  have hD : 0 < D := hc.trans hcD
  have ha : 1 < D / c := (one_lt_div hc).2 hcD
  have hsum : Summable (fun k : ℕ => (k : ℝ) ^ (-(D / c))) :=
    Real.summable_nat_rpow.2 (by linarith)
  have hq : 0 < 1 - escapeProb D (logSchedule c 2) :=
    sub_pos.2 (Real.exp_lt_one_iff.2 (div_neg_of_neg_of_pos (by linarith)
      (logSchedule_escape D hc le_rfl).1.1))
  refine ⟨Real.exp (-((∑' k : ℕ, (k : ℝ) ^ (-(D / c))) /
    (1 - escapeProb D (logSchedule c 2)))), Real.exp_pos _, fun N => ?_⟩
  refine le_trans ?_
    (trapProb_bounds hD (fun k hk => (logSchedule_escape D hc hk).1) N).1
  -- the finite sum of escape probabilities is at most the convergent series
  have hle : ∑ k ∈ Finset.Icc 2 N, escapeProb D (logSchedule c k) ≤
      ∑' k : ℕ, (k : ℝ) ^ (-(D / c)) := by
    rw [Finset.sum_congr rfl fun k hk =>
      (logSchedule_escape D hc (Finset.mem_Icc.1 hk).1).2]
    exact hsum.sum_le_tsum _ (fun k _ => Real.rpow_nonneg (Nat.cast_nonneg k) _)
  exact Real.exp_le_exp.2 (neg_le_neg (div_le_div_of_nonneg_right hle hq.le))

end

end AnnealingThreshold
```

```lean
#print axioms AnnealingThreshold.trapProb_tendsto_zero_iff
#print axioms AnnealingThreshold.annealing_threshold
#print axioms AnnealingThreshold.trapProb_critical
#print axioms AnnealingThreshold.trapped_forever
```

```
'AnnealingThreshold.trapProb_tendsto_zero_iff' depends on axioms: [propext, Classical.choice, Quot.sound]
'AnnealingThreshold.annealing_threshold' depends on axioms: [propext, Classical.choice, Quot.sound]
'AnnealingThreshold.trapProb_critical' depends on axioms: [propext, Classical.choice, Quot.sound]
'AnnealingThreshold.trapped_forever' depends on axioms: [propext, Classical.choice, Quot.sound]
```
